# The Stationary Log-Weight Rate of an Unbranched Walker Is at Most the Logarithm of the Growth Factor

A Monte Carlo walker that is never copied or removed multiplies its weight by a local factor at every step, and a claim about its typical growth must first fix what is averaged. Here it is the logarithm of the weight, with the starting point drawn from a stationary distribution. The comparison is with the growth of the mean weight, which rare, heavy walkers can dominate.

Let $S$ be a finite set of configurations and $P(x,y)$ the probability of a move from $x$ to $y$. Let $p$ be a stationary distribution of $P$, and let $b(x)>0$ be the factor applied at $x$ before the move. Suppose that a strictly positive function $h$ and a number $l$ satisfy

$$b(x)\sum_y P(x,y)h(y)=l\,h(x)\quad\text{for all }x.$$

Then

$$\sum_x p(x)\log b(x)\le\log l .$$

The letters $l$ and $p$ stand for what textbooks often call $\lambda$ and $\pi$.

## The gap as an average over moves

Each row of $P$ is nonnegative and sums to one, so some move out of $x$ has positive probability. The left side of the eigenvalue equation is therefore positive, and so is $l$. Define

$$r(x,y)=\frac{b(x)h(y)}{l\,h(x)}.$$

The eigenvalue equation gives $\sum_yP(x,y)r(x,y)=1$. Expanding $\log r$ then gives

$$\sum_y P(x,y)\,(r-1-\log r)=\log l+\log h(x)-\log b(x)-\sum_yP(x,y)\log h(y).$$

Now average over $p$. Stationarity, $\sum_xp(x)P(x,y)=p(y)$, cancels the two terms in $\log h$:

$$\log l-\sum_xp(x)\log b(x)=\sum_{x,y}p(x)P(x,y)\,(r-1-\log r).$$

Since $\log r\le r-1$, the right side is nonnegative, which is the claim. Equality in $\log r\le r-1$ occurs only at $r=1$. If $p$ is positive everywhere, the two rates therefore agree exactly when $b(x)h(y)=l\,h(x)$ on every allowed move. In that case the weight along a path telescopes to $l^n h(x_0)/h(x_n)$, and its ratio to $l^n$ stays between two positive constants.

## Growth over $n$ steps

Let $M_n(x)$ be the mean weight after $n$ steps from $x$ with unit initial weight. Then $M_0=1$ and $M_{n+1}(x)=b(x)\sum_yP(x,y)M_n(y)$. If $0<c\le h\le C$, induction gives

$$c\,M_n(x)\le l^n h(x)\le C\,M_n(x).$$

The case $n=0$ is the bound on $h$, and the eigenvalue equation carries both inequalities through one more step. Hence

$$\frac cC\,l^n\le M_n(x)\le\frac Cc\,l^n,$$

so $l$ is the growth factor of the mean weight.

The mean log weight $L_n(x)$ obeys $L_0=0$ and $L_{n+1}(x)=\log b(x)+\sum_yP(x,y)L_n(y)$. Averaging over $p$ adds $\sum_xp(x)\log b(x)$ at each step, so the stationary mean after $n$ steps is $n\sum_xp(x)\log b(x)\le n\log l$.

## Local energies in a projector calculation

In diffusion Monte Carlo restricted to finitely many configurations, take $b(x)=e^{-\tau(E_L(x)-E_T)}$, with time step $\tau>0$, local energy $E_L$ and trial energy $E_T$. Writing $l=e^{-\tau(E-E_T)}$ defines the energy $E$ of the discretised projector, and the inequality becomes

$$E\le\sum_xp(x)E_L(x).$$

A run without branching adds $-\tau(E_L(x)-E_T)$ to the log weight at each step. The stationary mean of this sum gives the average local energy, while the growth of the mean weight gives $E$. When $E_L=(H\psi)/\psi$ for the Hamiltonian $H$ and a real trial function $\psi$ without zeros on the configurations, and $p$ is the normalised $\psi^2$, the average local energy is the variational energy of $\psi$.

## Walkers and growth modes in Lean

```lean
import Mathlib

open Finset

namespace UnbranchedGrowth

noncomputable section

variable {S : Type*} [Fintype S]
```

Configurations form a finite type `S`, so continuous coordinates must be discretised first.

```lean
/-- `P x y` is the probability of a move from `x` to `y`: entries are nonnegative and
each row sums to one. -/
structure IsStochastic (P : Matrix S S ℝ) : Prop where
  nonneg : ∀ x y, 0 ≤ P x y
  row_sum : ∀ x, ∑ y, P x y = 1

/-- `p` is a probability distribution left unchanged by a step of `P`. -/
structure IsStationary (P : Matrix S S ℝ) (p : S → ℝ) : Prop where
  nonneg : ∀ x, 0 ≤ p x
  sum_one : ∑ x, p x = 1
  balance : ∀ y, ∑ x, p x * P x y = p y
```

Stationarity is global balance; detailed balance is not assumed, and neither is uniqueness of `p`.

```lean
/-- `h` is a strictly positive eigenfunction, with eigenvalue `l`, of the weighted step
"multiply by `b`, then move by `P`". -/
structure IsGrowthMode (P : Matrix S S ℝ) (b h : S → ℝ) (l : ℝ) : Prop where
  pos : ∀ x, 0 < h x
  eigen : ∀ x, b x * ∑ y, P x y * h y = l * h x
```

The existence of `h` is a hypothesis. It implies a single growth factor shared by all starting points, as `mean_weight_growth` shows below.

```lean
/-- The mean of `log b` in the distribution `p`, for positive weight factors `b`. -/
def meanLog (p b : S → ℝ) : ℝ := ∑ x, p x * Real.log (b x)

/-- The expectation of `F` of the weight after `n` steps, for one walker that starts at `x`
with weight `w`, and at each step multiplies its weight by `b` and then moves by `P`. -/
def walkerMean (P : Matrix S S ℝ) (b : S → ℝ) (F : ℝ → ℝ) : ℕ → ℝ → S → ℝ
  | 0, w, _ => F w
  | n + 1, w, x => ∑ y, P x y * walkerMean P b F n (w * b x) y
```

`walkerMean` defines the expectation by conditioning on the first move, without constructing a measure on paths. Taking `F` as the identity gives $M_n$, and taking it as `Real.log` gives $L_n$, both at initial weight one. Reading the stationary mean as the growth rate seen along one long trajectory needs an ergodic theorem, which these hypotheses do not supply.

```lean
/-- The ratio `b x * h y / (l * h x)` for a move from `x` to `y`, for nonzero `l` and `h x`. -/
def stepRatio (b h : S → ℝ) (l : ℝ) (x y : S) : ℝ := b x * h y / (l * h x)
```

This is $r(x,y)$.

## The inequality and its equality case

```lean
variable {P : Matrix S S ℝ} {p b h : S → ℝ} {l : ℝ}

/-- For a stochastic `P` and positive weight factors, the eigenvalue of a strictly positive
growth mode on a nonempty state space is positive. -/
theorem growth_pos (hP : IsStochastic P) (hb : ∀ x, 0 < b x)
    (hh : IsGrowthMode P b h l) (x : S) : 0 < l := by
  -- some move out of `x` has positive probability
  have hex : ∃ y, 0 < P x y := by
    by_contra hno
    have hle : ∀ y, P x y ≤ 0 := fun y => le_of_not_gt fun hy => hno ⟨y, hy⟩
    have := Finset.sum_nonpos fun y (_ : y ∈ univ) => hle y
    linarith [hP.row_sum x]
  obtain ⟨y, hy⟩ := hex
  have hs : 0 < ∑ y, P x y * h y :=
    Finset.sum_pos' (fun z _ => mul_nonneg (hP.nonneg x z) (hh.pos z).le)
      ⟨y, mem_univ y, mul_pos hy (hh.pos y)⟩
  have hprod : 0 < l * h x := by
    rw [← hh.eigen x]
    exact mul_pos (hb x) hs
  exact pos_of_mul_pos_left hprod (hh.pos x).le
```

The argument `x` supplies a configuration, so the state space is nonempty.

```lean
/-- In a stationary distribution, the mean of any `f` is the same before and after a move. -/
theorem stationary_mean (hp : IsStationary P p) (f : S → ℝ) :
    ∑ x, p x * ∑ y, P x y * f y = ∑ y, p y * f y := by
  simp_rw [Finset.mul_sum]
  rw [Finset.sum_comm]
  refine Finset.sum_congr rfl fun y _ => ?_
  rw [← hp.balance y, Finset.sum_mul]
  exact Finset.sum_congr rfl fun x _ => by ring
```

Exchanging the two sums and applying `balance` gives the cancellation used for $\log h$.

```lean
/-- For a stochastic `P`, positive weight factors and a strictly positive growth mode, `log l`
exceeds the stationary mean of `log b` by the average of `r - 1 - log r` over stationary moves,
where `r` is the step ratio. -/
theorem growth_gap (hP : IsStochastic P) (hp : IsStationary P p) (hb : ∀ x, 0 < b x)
    (hh : IsGrowthMode P b h l) :
    Real.log l - meanLog p b = ∑ x, p x * ∑ y, P x y *
      (stepRatio b h l x y - 1 - Real.log (stepRatio b h l x y)) := by
  have inner : ∀ x, ∑ y, P x y *
      (stepRatio b h l x y - 1 - Real.log (stepRatio b h l x y)) =
      Real.log l + Real.log (h x) - Real.log (b x) - ∑ y, P x y * Real.log (h y) := by
    intro x
    have hl := (growth_pos hP hb hh x).ne'
    have hx := (hh.pos x).ne'
    have hr : ∀ y, Real.log (stepRatio b h l x y) =
        Real.log (b x) + Real.log (h y) - (Real.log l + Real.log (h x)) := by
      intro y
      rw [stepRatio, Real.log_div (mul_ne_zero (hb x).ne' (hh.pos y).ne')
        (mul_ne_zero hl hx), Real.log_mul (hb x).ne' (hh.pos y).ne', Real.log_mul hl hx]
    -- the eigenvalue equation says that the ratio has mean one
    have h1 : ∑ y, P x y * stepRatio b h l x y = 1 := by
      have e : ∑ y, P x y * stepRatio b h l x y =
          (b x * ∑ y, P x y * h y) / (l * h x) := by
        rw [Finset.mul_sum, Finset.sum_div]
        exact Finset.sum_congr rfl fun y _ => by unfold stepRatio; ring
      rw [e, hh.eigen x, div_self (mul_ne_zero hl hx)]
    have e2 : ∀ y, P x y * (stepRatio b h l x y - 1 - Real.log (stepRatio b h l x y)) =
        P x y * stepRatio b h l x y
          - P x y * (1 + Real.log (b x) - Real.log l - Real.log (h x))
          - P x y * Real.log (h y) := by
      intro y
      rw [hr y]
      ring
    rw [Finset.sum_congr rfl fun y _ => e2 y, Finset.sum_sub_distrib,
      Finset.sum_sub_distrib, ← Finset.sum_mul, h1, hP.row_sum x]
    ring
  -- the terms in `log h` cancel by stationarity
  have hs : ∑ x, p x * ∑ y, P x y * Real.log (h y) = ∑ y, p y * Real.log (h y) :=
    stationary_mean hp fun y => Real.log (h y)
  have e : ∑ x, p x * (Real.log l + Real.log (h x) - Real.log (b x)
      - ∑ y, P x y * Real.log (h y)) = (∑ x, p x) * Real.log l
      + ∑ x, p x * Real.log (h x) - ∑ x, p x * Real.log (b x)
      - ∑ x, p x * ∑ y, P x y * Real.log (h y) := by
    rw [Finset.sum_mul, ← Finset.sum_add_distrib, ← Finset.sum_sub_distrib,
      ← Finset.sum_sub_distrib]
    exact Finset.sum_congr rfl fun x _ => by ring
  rw [Finset.sum_congr rfl fun x _ => congrArg (p x * ·) (inner x), e, hs, hp.sum_one]
  unfold meanLog
  ring
```

Inside `inner`, `hr` expands the logarithm and `h1` is the mean-one property of the ratio. The average over `p` follows, with `hs` removing the terms in $\log h$.

```lean
/-- For a stochastic `P`, positive weight factors and a strictly positive growth mode, the term
`P x y * (r - 1 - log r)` is nonnegative, where `r` is the step ratio. -/
theorem gap_term_nonneg (hP : IsStochastic P) (hb : ∀ x, 0 < b x)
    (hh : IsGrowthMode P b h l) (x y : S) :
    0 ≤ P x y * (stepRatio b h l x y - 1 - Real.log (stepRatio b h l x y)) := by
  have hr : 0 < stepRatio b h l x y :=
    div_pos (mul_pos (hb x) (hh.pos y)) (mul_pos (growth_pos hP hb hh x) (hh.pos x))
  exact mul_nonneg (hP.nonneg x y) (by linarith [Real.log_le_sub_one_of_pos hr])
```

The analytic input is Mathlib's `Real.log_le_sub_one_of_pos`, which states $\log r\le r-1$ for $r>0$. Its positivity hypothesis matters because Mathlib sets $\log 0=0$, and the inequality would then read $0\le-1$ at $r=0$. The proof therefore first establishes `hr`, from the positivity of `b`, `h` and `l`.

```lean
/-- For a stochastic `P`, positive weight factors and a strictly positive growth mode with
eigenvalue `l`, the stationary mean of `log b` is at most `log l`. -/
theorem meanLog_le_log_growth (hP : IsStochastic P) (hp : IsStationary P p)
    (hb : ∀ x, 0 < b x) (hh : IsGrowthMode P b h l) : meanLog p b ≤ Real.log l := by
  have hn := Finset.sum_nonneg fun x (_ : x ∈ univ) => mul_nonneg (hp.nonneg x)
    (Finset.sum_nonneg fun y (_ : y ∈ univ) => gap_term_nonneg hP hb hh x y)
  linarith [growth_gap hP hp hb hh]
```

The stationary distribution `p` may vanish at some configurations; strict positivity is not needed here.

```lean
/-- For a stochastic `P`, positive weight factors, a strictly positive growth mode `h` with
eigenvalue `l`, and a stationary distribution that is positive everywhere, the stationary mean of
`log b` equals `log l` exactly when `b x * h y = l * h x` for every move of positive probability. -/
theorem meanLog_eq_iff (hP : IsStochastic P) (hp : IsStationary P p)
    (hpos : ∀ x, 0 < p x) (hb : ∀ x, 0 < b x) (hh : IsGrowthMode P b h l) :
    meanLog p b = Real.log l ↔ ∀ x y, 0 < P x y → b x * h y = l * h x := by
  have hgap := growth_gap hP hp hb hh
  have hin := fun x => Finset.sum_nonneg fun y (_ : y ∈ univ) =>
    gap_term_nonneg hP hb hh x y
  constructor
  · intro heq x y hxy
    rw [heq, sub_self] at hgap
    -- a vanishing sum of nonnegative terms vanishes term by term
    have hx := (Finset.sum_eq_zero_iff_of_nonneg
      fun x _ => mul_nonneg (hp.nonneg x) (hin x)).1 hgap.symm x (mem_univ x)
    have hx' := (mul_eq_zero.1 hx).resolve_left (hpos x).ne'
    have hy := (Finset.sum_eq_zero_iff_of_nonneg
      fun y _ => gap_term_nonneg hP hb hh x y).1 hx' y (mem_univ y)
    have hy' := (mul_eq_zero.1 hy).resolve_left hxy.ne'
    have hd : 0 < l * h x := mul_pos (growth_pos hP hb hh x) (hh.pos x)
    have hr : 0 < stepRatio b h l x y := div_pos (mul_pos (hb x) (hh.pos y)) hd
    have h1 : stepRatio b h l x y = 1 := by
      by_contra hne
      linarith [Real.log_lt_sub_one_of_pos hr hne]
    exact (div_eq_one_iff_eq hd.ne').1 h1
  · intro hall
    have hz : ∑ x, p x * ∑ y, P x y *
        (stepRatio b h l x y - 1 - Real.log (stepRatio b h l x y)) = 0 := by
      refine Finset.sum_eq_zero fun x _ => ?_
      rw [Finset.sum_eq_zero, mul_zero]
      intro y _
      rcases (hP.nonneg x y).eq_or_lt with h0 | h0
      · rw [← h0, zero_mul]
      · have hd := (mul_pos (growth_pos hP hb hh x) (hh.pos x)).ne'
        rw [stepRatio, hall x y h0, div_self hd, Real.log_one]
        ring
    linarith
```

In the forward direction, `Finset.sum_eq_zero_iff_of_nonneg` is applied twice, first to the sum over `x` and then to the sum over `y`, to make each term vanish. Positivity of `p x` and `P x y` removes the prefactors, and the strict inequality `Real.log_lt_sub_one_of_pos` forces the ratio to be one. Conversely, each term vanishes because either the move has probability zero or its ratio is one.

## Mean weight and mean log weight

```lean
/-- For a stochastic `P`, positive weight factors and a growth mode `h` with eigenvalue `l` and
`0 < c ≤ h ≤ C`, the mean weight after `n` steps from unit weight lies between `c / C` and `C / c`
times `l ^ n`. -/
theorem mean_weight_growth (hP : IsStochastic P) (hb : ∀ x, 0 < b x)
    (hh : IsGrowthMode P b h l) {c C : ℝ} (hc0 : 0 < c) (hc : ∀ x, c ≤ h x)
    (hC : ∀ x, h x ≤ C) (n : ℕ) (x : S) :
    c / C * l ^ n ≤ walkerMean P b (fun w => w) n 1 x ∧
      walkerMean P b (fun w => w) n 1 x ≤ C / c * l ^ n := by
  have main : ∀ (n : ℕ) (w : ℝ) (x : S), 0 ≤ w →
      w * l ^ n * h x ≤ C * walkerMean P b (fun w => w) n w x ∧
      c * walkerMean P b (fun w => w) n w x ≤ w * l ^ n * h x := by
    intro n
    induction n with
    | zero =>
      intro w x hw
      simp only [walkerMean, pow_zero, mul_one]
      constructor
      · linarith [mul_le_mul_of_nonneg_left (hC x) hw]
      · linarith [mul_le_mul_of_nonneg_left (hc x) hw]
    | succ n ih =>
      intro w x hw
      -- the growth mode carries the bound through one weighted step
      have key : w * l ^ (n + 1) * h x = ∑ y, P x y * (w * b x * l ^ n * h y) := by
        calc w * l ^ (n + 1) * h x = w * l ^ n * (l * h x) := by ring
          _ = w * l ^ n * (b x * ∑ y, P x y * h y) := by rw [hh.eigen x]
          _ = _ := by
            rw [Finset.mul_sum, Finset.mul_sum]
            exact Finset.sum_congr rfl fun y _ => by ring
      have hwb := mul_nonneg hw (hb x).le
      simp only [walkerMean]
      rw [key, Finset.mul_sum, Finset.mul_sum]
      constructor
      · refine Finset.sum_le_sum fun y _ => ?_
        linarith [mul_le_mul_of_nonneg_left (ih (w * b x) y hwb).1 (hP.nonneg x y)]
      · refine Finset.sum_le_sum fun y _ => ?_
        linarith [mul_le_mul_of_nonneg_left (ih (w * b x) y hwb).2 (hP.nonneg x y)]
  obtain ⟨h1, h2⟩ := main n 1 x zero_le_one
  have hl : 0 ≤ l ^ n := pow_nonneg (growth_pos hP hb hh x).le n
  have hC0 : 0 < C := lt_of_lt_of_le hc0 ((hc x).trans (hC x))
  have h3 := mul_le_mul_of_nonneg_left (hc x) hl
  have h4 := mul_le_mul_of_nonneg_left (hC x) hl
  constructor
  · rw [div_mul_eq_mul_div, div_le_iff₀ hC0]
    linarith
  · rw [div_mul_eq_mul_div, le_div_iff₀ hc0]
    linarith
```

The induction `main` allows any nonnegative initial weight `w`, because the recursion passes on `w * b x`. The final lines set `w` to one and divide by the bounds on `h`.

```lean
/-- For a stochastic `P` and positive weight factors, a walker started from a stationary
distribution with unit weight has, after `n` steps, mean log weight equal to `n` times the mean of
`log b`. -/
theorem mean_log_weight (hP : IsStochastic P) (hp : IsStationary P p)
    (hb : ∀ x, 0 < b x) (n : ℕ) :
    ∑ x, p x * walkerMean P b Real.log n 1 x = n * meanLog p b := by
  -- an initial weight only shifts the log weight
  have shift : ∀ (n : ℕ) (w : ℝ) (x : S), 0 < w → walkerMean P b Real.log n w x =
      Real.log w + walkerMean P b Real.log n 1 x := by
    intro n
    induction n with
    | zero => intro w x _; simp [walkerMean]
    | succ n ih =>
      intro w x hw
      have e : ∀ y, P x y * walkerMean P b Real.log n (w * b x) y =
          P x y * Real.log w + P x y * walkerMean P b Real.log n (b x) y := by
        intro y
        rw [ih (w * b x) y (mul_pos hw (hb x)), ih (b x) y (hb x),
          Real.log_mul hw.ne' (hb x).ne']
        ring
      simp only [walkerMean, one_mul]
      rw [Finset.sum_congr rfl fun y _ => e y, Finset.sum_add_distrib,
        ← Finset.sum_mul, hP.row_sum x, one_mul]
  induction n with
  | zero => simp [walkerMean]
  | succ n ih =>
    have e : ∀ x, walkerMean P b Real.log (n + 1) 1 x =
        Real.log (b x) + ∑ y, P x y * walkerMean P b Real.log n 1 y := by
      intro x
      have e' : ∀ y, P x y * walkerMean P b Real.log n (b x) y =
          P x y * Real.log (b x) + P x y * walkerMean P b Real.log n 1 y := by
        intro y
        rw [shift n (b x) y (hb x)]
        ring
      simp only [walkerMean, one_mul]
      rw [Finset.sum_congr rfl fun y _ => e' y, Finset.sum_add_distrib,
        ← Finset.sum_mul, hP.row_sum x, one_mul]
    simp_rw [e, mul_add, Finset.sum_add_distrib]
    rw [stationary_mean hp (walkerMean P b Real.log n 1), ih]
    unfold meanLog
    push_cast
    ring
```

`shift` shows that a positive initial weight only adds its logarithm. The second induction adds one `meanLog p b` per step, using `stationary_mean`. Combined with `meanLog_le_log_growth`, this gives the bound $n\log l$.

## Two states with a strict gap

With uniform moves and $b=h=(1,3)$, the mean of $h$ after a move is 2, so $l=2$. The mean of $\log b$ is $\tfrac12\log3$, which corresponds to a factor $\sqrt3\approx1.73$ per step. Strictness follows from $\log3<\log4=2\log2$.

```lean
/-- A two-state walk with uniform moves and weight factors 1 and 3 has the growth mode
`(1, 3)` with eigenvalue 2, and its mean of `log b` is strictly below `log 2`. -/
theorem growth_witness :
    IsStochastic (Matrix.of fun _ _ : Fin 2 => (1 / 2 : ℝ)) ∧
    IsStationary (Matrix.of fun _ _ : Fin 2 => (1 / 2 : ℝ)) (fun _ => 1 / 2) ∧
    (∀ x, 0 < (![1, 3] : Fin 2 → ℝ) x) ∧
    IsGrowthMode (Matrix.of fun _ _ : Fin 2 => (1 / 2 : ℝ)) ![1, 3] ![1, 3] 2 ∧
    meanLog (fun _ : Fin 2 => 1 / 2) ![1, 3] < Real.log 2 := by
  have hpos : ∀ x, 0 < (![1, 3] : Fin 2 → ℝ) x := by
    intro x
    fin_cases x <;> norm_num
  refine ⟨⟨fun x y => ?_, fun x => ?_⟩, ⟨fun x => ?_, ?_, fun y => ?_⟩, hpos,
    ⟨hpos, fun x => ?_⟩, ?_⟩
  · norm_num [Matrix.of_apply]
  · norm_num [Matrix.of_apply, Fin.sum_univ_two]
  · norm_num
  · norm_num [Fin.sum_univ_two]
  · norm_num [Matrix.of_apply, Fin.sum_univ_two]
  · fin_cases x <;> norm_num [Matrix.of_apply, Fin.sum_univ_two]
  · have h34 : Real.log 3 < Real.log (2 ^ 2) :=
      Real.log_lt_log (by norm_num) (by norm_num)
    rw [Real.log_pow] at h34
    push_cast at h34
    have e : meanLog (fun _ : Fin 2 => 1 / 2) ![1, 3] = 1 / 2 * Real.log 3 := by
      simp [meanLog, Fin.sum_univ_two]
    rw [e]
    linarith

end

end UnbranchedGrowth
```

```lean
#print axioms UnbranchedGrowth.meanLog_le_log_growth
#print axioms UnbranchedGrowth.meanLog_eq_iff
#print axioms UnbranchedGrowth.mean_weight_growth
#print axioms UnbranchedGrowth.mean_log_weight
```

```
'UnbranchedGrowth.meanLog_le_log_growth' depends on axioms: [propext, Classical.choice, Quot.sound]
'UnbranchedGrowth.meanLog_eq_iff' depends on axioms: [propext, Classical.choice, Quot.sound]
'UnbranchedGrowth.mean_weight_growth' depends on axioms: [propext, Classical.choice, Quot.sound]
'UnbranchedGrowth.mean_log_weight' depends on axioms: [propext, Classical.choice, Quot.sound]
```
